# Two particle-number formulas agree at stationary points of a Baym–Kadanoff-type functional of a positive vector

Let $\iota$ be a finite set of levels. Level $i$ has a real energy $h_i$ and a real number $G_i>0$, which stands for a diagonal, frequency-independent Green's function. The chemical potential $\mu$ is real, and all quantities are in dimensionless units. In the file, a vector such as $G$ is a function `ι → ℝ`.

```lean
import Mathlib

open Filter Topology

namespace ConservingParticleNumber

noncomputable section

variable {ι : Type*} [Fintype ι]
```

The interactions enter through a real function $\Phi(G)$, and the functional is

$$F(G,\mu)=\sum_i\bigl(\log G_i-(\mu-h_i)G_i\bigr)+\Phi(G).$$

```lean
/-- The functional `F(G, μ) = ∑ᵢ (log Gᵢ - (μ - hᵢ) Gᵢ) + Φ(G)`, for positive vectors `G`. -/
def functional (h : ι → ℝ) (Phi : (ι → ℝ) → ℝ) (G : ι → ℝ) (mu : ℝ) : ℝ :=
  ∑ i, (Real.log (G i) - (mu - h i) * G i) + Phi G
```

This has the form of the Luttinger–Ward or Baym–Kadanoff functional, with a real vector in place of the frequency-dependent operator. $F$ plays the part of the grand potential, so there are two candidates for the particle number: the thermodynamic one, $-dF/d\mu$, and the trace $\sum_i G_i$. With no frequency sum in the model, the trace is a formal particle number and not a sum of thermal occupations.

A vector $G$ is stationary at $\mu$ if the first-order change of $F(\cdot,\mu)$ vanishes for every variation $\delta G$.

```lean
/-- `G` is a stationary point of the functional at fixed chemical potential. -/
def IsStationary (h : ι → ℝ) (Phi : (ι → ℝ) → ℝ) (G : ι → ℝ) (mu : ℝ) : Prop :=
  HasFDerivAt (fun g => functional h Phi g mu) (0 : (ι → ℝ) →L[ℝ] ℝ) G
```

`IsStationary` says that the Fréchet derivative exists at $G$ and is zero. Stationary points may be minima, maxima or saddles.

The self-energy is the partial derivative of $\Phi$,

$$\Sigma_i=\frac{\partial\Phi}{\partial G_i}.$$

```lean
variable [DecidableEq ι]

/-- The self-energy `Σᵢ = ∂Φ/∂Gᵢ`, for `Φ` differentiable at `G`. -/
def selfEnergy (Phi : (ι → ℝ) → ℝ) (G : ι → ℝ) (i : ι) : ℝ :=
  fderiv ℝ Phi G (Pi.single i 1)
```

Here `Pi.single i 1` is the unit vector $e_i$, and `selfEnergy` is the derivative of $\Phi$ applied to it. The amount by which $G$ fails to satisfy the Dyson equation is the residual

$$R_i=\frac1{G_i}-(\mu-h_i)+\Sigma_i .$$

```lean
/-- The Dyson residual `1/Gᵢ - (μ - hᵢ) + Σᵢ`, for `Gᵢ ≠ 0`. -/
def residual (h : ι → ℝ) (Phi : (ι → ℝ) → ℝ) (G : ι → ℝ) (mu : ℝ) (i : ι) : ℝ :=
  1 / G i - (mu - h i) + selfEnergy Phi G i
```

## The first variation and the Dyson equation

A linear functional $L$ is fixed by its values on the unit vectors. Since $v=\sum_i v_i e_i$,

$$L(v)=\sum_i L(e_i)\,v_i .$$

```lean
/-- A linear functional is the sum of its partial derivatives times the components. -/
theorem linear_expand (L : (ι → ℝ) →L[ℝ] ℝ) (v : ι → ℝ) :
    L v = ∑ i, L (Pi.single i 1) * v i := by
  have hv : v = ∑ i, v i • (Pi.single i (1 : ℝ) : ι → ℝ) := by
    ext j
    simp [Finset.sum_apply, Pi.single_apply]
  calc L v = L (∑ i, v i • (Pi.single i (1 : ℝ) : ι → ℝ)) := congrArg L hv
    _ = ∑ i, L (Pi.single i 1) * v i := by
      rw [map_sum]
      refine Finset.sum_congr rfl fun i _ => ?_
      rw [map_smul, smul_eq_mul, mul_comm]
```

Applied to the derivative of $\Phi$, this gives $\delta\Phi=\sum_i\Sigma_i\,\delta G_i$. The other terms of $F$ vary by $\delta\log G_i=\delta G_i/G_i$ and $-(\mu-h_i)\,\delta G_i$. Together,

$$\delta F=\sum_i\Bigl(\frac1{G_i}-(\mu-h_i)+\Sigma_i\Bigr)\delta G_i=\sum_i R_i\,\delta G_i .$$

```lean
/-- The first variation of the functional in `G` is the sum of the Dyson residuals
times the variations `δGᵢ`. -/
theorem first_variation (h : ι → ℝ) (Phi : (ι → ℝ) → ℝ) (G : ι → ℝ) (mu : ℝ)
    (hG : ∀ i, 0 < G i) (hPhi : DifferentiableAt ℝ Phi G) :
    HasFDerivAt (fun g => functional h Phi g mu)
      (∑ i, residual h Phi G mu i •
        (ContinuousLinearMap.proj i : (ι → ℝ) →L[ℝ] ℝ)) G := by
  have hi : ∀ i, HasFDerivAt (fun g : ι → ℝ => Real.log (g i) - (mu - h i) * g i)
      ((G i)⁻¹ • (ContinuousLinearMap.proj i : (ι → ℝ) →L[ℝ] ℝ)
        - (mu - h i) • (ContinuousLinearMap.proj i : (ι → ℝ) →L[ℝ] ℝ)) G := fun i =>
    ((hasFDerivAt_apply i G).log (hG i).ne').sub ((hasFDerivAt_apply i G).const_mul _)
  have hsum := HasFDerivAt.fun_sum (u := Finset.univ) fun i _ => hi i
  refine (hsum.add hPhi.hasFDerivAt).congr_fderiv (ContinuousLinearMap.ext fun v => ?_)
  -- collect the coefficient of each variation
  simp only [add_apply, sum_apply,
    sub_apply, smul_apply,
    ContinuousLinearMap.proj_apply, smul_eq_mul]
  rw [linear_expand (fderiv ℝ Phi G) v, ← Finset.sum_add_distrib]
  refine Finset.sum_congr rfl fun i _ => ?_
  unfold residual selfEnergy
  ring
```

The derivative is written as a sum of coordinate projections `ContinuousLinearMap.proj i` with weights $R_i$. The proof differentiates each level's term, adds the derivative of $\Phi$, and collects the coefficient of each variation. The theorem assumes that $\Phi$ is differentiable at $G$ and that $G$ is positive; positivity is used to differentiate the logarithm.

If $\delta F=0$ for all variations, the choice $\delta G=e_i$ gives $R_i=0$. Conversely, if all $R_i$ vanish, so does $\delta F$. Stationarity is therefore equivalent to

$$\frac1{G_i}=\mu-h_i-\frac{\partial\Phi}{\partial G_i}\qquad\text{for all } i .$$

```lean
/-- If `Φ` is differentiable at a positive `G`, then `G` is stationary exactly when it solves the
Dyson equation `1/Gᵢ = μ - hᵢ - ∂Φ/∂Gᵢ`. -/
theorem stationary_iff_dyson (h : ι → ℝ) (Phi : (ι → ℝ) → ℝ) (G : ι → ℝ) (mu : ℝ)
    (hG : ∀ i, 0 < G i) (hPhi : DifferentiableAt ℝ Phi G) :
    IsStationary h Phi G mu ↔ ∀ i, 1 / G i = mu - h i - selfEnergy Phi G i := by
  have hF := first_variation h Phi G mu hG hPhi
  constructor
  · intro hs i
    have e := congrArg (fun L : (ι → ℝ) →L[ℝ] ℝ => L (Pi.single i 1)) (hF.unique hs)
    have r : residual h Phi G mu i = 0 := by
      simpa [sum_apply, Pi.single_apply] using e
    unfold residual at r
    linarith
  · intro hd
    refine hF.congr_fderiv (Finset.sum_eq_zero fun i _ => ?_)
    have r : residual h Phi G mu i = 0 := by
      unfold residual
      linarith [hd i]
    rw [r, zero_smul]
```

In the forward direction, `hF.unique hs` identifies the derivative just computed with zero, and evaluation on $e_i$ isolates one residual. The hypotheses are that $G$ is positive and that $\Phi$ is differentiable at $G$.

## The derivative along a curve

Now let $G(m)$ be a curve that is differentiable at $m=\mu$, stationary or not, with $G(\mu)$ positive and $\Phi$ differentiable at $G(\mu)$. The explicit dependence on the chemical potential is linear, so it separates exactly:

$$F(G(m),m)=F(G(m),\mu)-(m-\mu)\sum_i G_i(m).$$

By the chain rule, the first term has derivative $\sum_i R_iG_i'(\mu)$ at $m=\mu$. The product rule gives $\sum_iG_i(\mu)$ for $(m-\mu)\sum_iG_i(m)$, because the factor $m-\mu$ vanishes there. Hence

$$\frac{d}{d\mu}F(G(\mu),\mu)=\sum_i R_i\,G_i'(\mu)-\sum_i G_i(\mu).$$

```lean
/-- Along a curve differentiable at `μ`, with `G(μ)` positive and `Φ` differentiable at `G(μ)`, the
derivative `dF/dμ` at `μ` is the contribution of the Dyson residuals minus `∑ᵢ Gᵢ`. -/
theorem derivative_along_curve (h : ι → ℝ) (Phi : (ι → ℝ) → ℝ) (G : ℝ → ι → ℝ)
    (G' : ι → ℝ) (mu : ℝ) (hpos : ∀ i, 0 < G mu i)
    (hPhi : DifferentiableAt ℝ Phi (G mu)) (hG : HasDerivAt G G' mu) :
    HasDerivAt (fun m => functional h Phi (G m) m)
      (∑ i, residual h Phi (G mu) mu i * G' i - ∑ i, G mu i) mu := by
  have h1 := (first_variation h Phi (G mu) mu hpos hPhi).comp_hasDerivAt mu hG
  have h2 : HasDerivAt (fun m => ∑ i, G m i) (∑ i, G' i) mu :=
    HasDerivAt.fun_sum fun i _ => hasDerivAt_pi.1 hG i
  have h3 := h1.sub (((hasDerivAt_id' mu).sub_const mu).mul h2)
  -- separate the explicit dependence on the chemical potential
  have e : (fun m => functional h Phi (G m) m) =
      fun m => functional h Phi (G m) mu - (m - mu) * ∑ i, G m i := by
    funext m
    simp only [functional, Finset.sum_sub_distrib, sub_mul, Finset.mul_sum]
    ring
  rw [e]
  exact h3.congr_deriv (by simp [sum_apply])
```

In the code, `h1` is the chain rule, `h2` differentiates the trace, `h3` combines them, and `e` is the separation above.

At a stationary point every $R_i$ is zero. The motion of $G$ then contributes nothing to first order, and

$$-\frac{d}{d\mu}F(G(\mu),\mu)=\sum_i G_i(\mu).$$

```lean
/-- Where a differentiable curve `G(μ)` is stationary, `-dF(G(μ), μ)/dμ = ∑ᵢ Gᵢ(μ)`. -/
theorem particle_numbers_agree (h : ι → ℝ) (Phi : (ι → ℝ) → ℝ) (G : ℝ → ι → ℝ) (mu : ℝ)
    (hpos : ∀ i, 0 < G mu i) (hPhi : DifferentiableAt ℝ Phi (G mu))
    (hG : DifferentiableAt ℝ G mu) (hs : IsStationary h Phi (G mu) mu) :
    HasDerivAt (fun m => -functional h Phi (G m) m) (∑ i, G mu i) mu := by
  have hd := (stationary_iff_dyson h Phi (G mu) mu hpos hPhi).1 hs
  have r : ∀ i, residual h Phi (G mu) mu i = 0 := fun i => by
    unfold residual
    linarith [hd i]
  exact (derivative_along_curve h Phi G _ mu hpos hPhi hG.hasDerivAt).neg.congr_deriv
    (by simp [r])
```

The conclusion, `HasDerivAt`, says that the derivative exists and has this value. Stationarity is assumed only at the value $\mu$ in question; for a curve of stationary points the theorem applies at each $\mu$ where its hypotheses hold. That the curve is differentiable is assumed, not derived from properties of $\Phi$.

In electronic-structure calculations where the self-energy is derived from a $\Phi$ functional and the Dyson equation is solved self-consistently, this is the agreement expected between the particle number from the grand potential and that from the Green's function, shown here for a finite, static and diagonal model. The continuity equation and the conservation of momentum and energy, which belong to the theory of conserving approximations, need time- and space-dependent Green's functions and are not treated.

## From agreement back to stationarity

Agreement along a single curve gives only $\sum_iR_iG_i'(\mu)=0$, which can hold with nonzero residuals. Suppose instead that $G$ is positive, that $\Phi$ is differentiable at $G$, and that the two numbers agree along every straight line $G+(m-\mu)v$ through $G$. With $v=e_i$, the formula for the derivative along a curve becomes

$$-R_i+\sum_jG_j=\sum_jG_j ,$$

so $R_i=0$. This holds for every $i$, and $G$ is stationary.

```lean
/-- Let `G` be positive and `Φ` differentiable at `G`. If `-dF/dμ = ∑ᵢ Gᵢ` holds at `μ` along every
straight line that passes through `G` at `μ`, then `G` is stationary. -/
theorem stationary_of_numbers_agree (h : ι → ℝ) (Phi : (ι → ℝ) → ℝ) (G : ι → ℝ) (mu : ℝ)
    (hpos : ∀ i, 0 < G i) (hPhi : DifferentiableAt ℝ Phi G)
    (hN : ∀ v : ι → ℝ, HasDerivAt
      (fun m => -functional h Phi (G + (m - mu) • v) m) (∑ i, G i) mu) :
    IsStationary h Phi G mu := by
  refine (stationary_iff_dyson h Phi G mu hpos hPhi).2 fun i => ?_
  -- vary only the component `i`
  let v : ι → ℝ := Pi.single i 1
  have hc : HasDerivAt (fun m : ℝ => G + (m - mu) • v) v mu :=
    ((((hasDerivAt_id' mu).sub_const mu).smul_const v).const_add G).congr_deriv
      (one_smul ℝ v)
  have h0 : G + (mu - mu) • v = G := by simp
  have key := (derivative_along_curve h Phi (fun m => G + (m - mu) • v) v mu
    (by simpa only [h0] using hpos) (by simpa only [h0] using hPhi) hc).neg
  have e := key.unique (hN v)
  simp only [h0] at e
  have s : ∑ j, residual h Phi G mu j * v j = residual h Phi G mu i := by
    simp [v, Pi.single_apply]
  rw [s] at e
  unfold residual at e
  linarith
```

The hypothesis `hN` is the agreement for all directions `v`. The proof uses it only for unit vectors: `key` computes the derivative along the line, `key.unique (hN v)` equates it with the assumed value, and `s` reduces the sum of residuals to the single $R_i$.

## The static response

Suppose that the Dyson equation for level $i$ holds at all chemical potentials near $\mu$, and that $G_i$ and $\Sigma_i$ are differentiable along the curve. Differentiating both sides of $1/G_i=\mu-h_i-\Sigma_i$ gives

$$-\frac{1}{G_i^2}\frac{dG_i}{d\mu}=1-\frac{d\Sigma_i}{d\mu},
\qquad\text{so}\qquad
\frac{dG_i}{d\mu}=-G_i^2\Bigl(1-\frac{d\Sigma_i}{d\mu}\Bigr).$$

```lean
omit [Fintype ι] in
/-- If the Dyson equation holds near `μ`, the static response is
`dGᵢ/dμ = -Gᵢ² (1 - dΣᵢ/dμ)`. -/
theorem static_response (h : ι → ℝ) (Phi : (ι → ℝ) → ℝ) (G : ℝ → ι → ℝ) (mu : ℝ) (i : ι)
    (g' s' : ℝ) (hpos : 0 < G mu i)
    (hd : ∀ᶠ m in 𝓝 mu, 1 / G m i = m - h i - selfEnergy Phi (G m) i)
    (hg : HasDerivAt (fun m => G m i) g' mu)
    (hs : HasDerivAt (fun m => selfEnergy Phi (G m) i) s' mu) :
    g' = -(G mu i) ^ 2 * (1 - s') := by
  have h1 := ((hasDerivAt_id' mu).sub_const (h i)).sub hs
  have h2 : HasDerivAt (fun m => 1 / G m i) (1 - s') mu := h1.congr_of_eventuallyEq hd
  -- compare with the derivative of the inverse
  have h3 : HasDerivAt (fun m => 1 / G m i) (-g' / (G mu i) ^ 2) mu := by
    simpa only [one_div] using hg.fun_inv hpos.ne'
  have e := h3.unique h2
  rw [div_eq_iff (pow_ne_zero 2 hpos.ne')] at e
  linarith
```

The numbers `g'` and `s'` are the total derivatives $dG_i/d\mu$ and $d\Sigma_i/d\mu$, so `s'` includes the effect on $\Sigma_i$ of changes in all the components of $G$. The factor $1-d\Sigma_i/d\mu$ is the derivative of $1/G_i$ and takes the place of the static density vertex in a Ward identity, in this model without frequency or momentum. The condition `∀ᶠ m in 𝓝 mu` means "for all $m$ close enough to $\mu$". The proof differentiates $1/G_i$ in two ways and equates the results. The theorem does not require $\Phi$ to be differentiable; where it is not, `selfEnergy` is zero by Lean's convention and the physical reading is lost.

## An explicit curve of stationary points

A quadratic functional shows that the assumptions can be met with an interaction present. Take

$$\Phi(G)=-\frac u2\sum_iG_i^2,\qquad u>0 .$$

```lean
/-- The quadratic functional `Φ(G) = -(u/2) ∑ᵢ Gᵢ²`. -/
def quadraticPhi (u : ℝ) (G : ι → ℝ) : ℝ := -(u / 2) * ∑ i, G i * G i
```

The constant $u$ is the strength of a mean-field coupling of each level to itself: the self-energy is $\Sigma_i=-uG_i$, proportional to that level's own $G_i$. The levels decouple, and the Dyson equation becomes

$$\frac1{G_i}=\mu-h_i+uG_i,\qquad\text{that is,}\qquad uG_i^2+(\mu-h_i)G_i-1=0 .$$

The product of the two roots is $-1/u<0$, so exactly one root is positive:

$$G_i(\mu)=\frac{\sqrt{(\mu-h_i)^2+4u}-(\mu-h_i)}{2u}.$$

```lean
/-- The curve `Gᵢ(μ) = (√((μ - hᵢ)² + 4u) - (μ - hᵢ)) / (2u)`, for `u > 0`. -/
def quadraticCurve (u : ℝ) (h : ι → ℝ) (mu : ℝ) (i : ι) : ℝ :=
  (Real.sqrt ((mu - h i) ^ 2 + 4 * u) - (mu - h i)) / (2 * u)
```

It remains to verify the required properties. The square root exceeds $|\mu-h_i|$, so $G_i(\mu)>0$. The radicand is at least $4u>0$, so the curve is differentiable at every $\mu$. For the Dyson equation, write the definition of the curve as

$$\sqrt{(\mu-h_i)^2+4u}=(\mu-h_i)+2uG_i .$$

Squaring and cancelling $(\mu-h_i)^2$ leaves $4u=4u(\mu-h_i)G_i+4u^2G_i^2$. Division by $4u$ returns the quadratic equation.

```lean
/-- For `u > 0` the quadratic functional is differentiable, and the explicit curve is
positive, differentiable and stationary at every chemical potential. -/
theorem particle_numbers_agree_witness (u : ℝ) (hu : 0 < u) (h : ι → ℝ) (mu : ℝ) :
    (∀ i, 0 < quadraticCurve u h mu i) ∧
    DifferentiableAt ℝ (quadraticPhi u) (quadraticCurve u h mu) ∧
    DifferentiableAt ℝ (quadraticCurve u h) mu ∧
    IsStationary h (quadraticPhi u) (quadraticCurve u h mu) mu := by
  have hpos : ∀ i, 0 < quadraticCurve u h mu i := fun i => by
    have hlt : mu - h i < Real.sqrt ((mu - h i) ^ 2 + 4 * u) :=
      Real.lt_sqrt_of_sq_lt (by linarith)
    exact div_pos (by linarith) (by linarith)
  set G := quadraticCurve u h mu with hGdef
  have hq : ∀ i, HasFDerivAt (fun g : ι → ℝ => g i * g i)
      (G i • (ContinuousLinearMap.proj i : (ι → ℝ) →L[ℝ] ℝ)
        + G i • (ContinuousLinearMap.proj i : (ι → ℝ) →L[ℝ] ℝ)) G := fun i =>
    (hasFDerivAt_apply i G).mul (hasFDerivAt_apply i G)
  have hP : HasFDerivAt (quadraticPhi u) _ G :=
    (HasFDerivAt.fun_sum (u := Finset.univ) fun i _ => hq i).const_mul (-(u / 2))
  have hS : ∀ i, selfEnergy (quadraticPhi u) G i = -(u * G i) := fun i => by
    unfold selfEnergy
    rw [hP.fderiv]
    simp [sum_apply, Pi.single_apply, Finset.sum_add_distrib]
    ring
  refine ⟨hpos, hP.differentiableAt, ?_, ?_⟩
  · refine differentiableAt_pi.2 fun i => ?_
    have hr : DifferentiableAt ℝ (fun m : ℝ => (m - h i) ^ 2 + 4 * u) mu := by fun_prop
    have hne : (mu - h i) ^ 2 + 4 * u ≠ 0 := by positivity
    have hl : DifferentiableAt ℝ (fun m : ℝ => m - h i) mu := by fun_prop
    exact ((hr.sqrt hne).sub hl).div_const (2 * u)
  · refine (stationary_iff_dyson h _ G mu hpos hP.differentiableAt).2 fun i => ?_
    rw [hS i, div_eq_iff (hpos i).ne']
    -- the curve solves the quadratic equation `u G² + (μ - h) G = 1`
    have hg : Real.sqrt ((mu - h i) ^ 2 + 4 * u) = (mu - h i) + 2 * u * G i := by
      rw [hGdef]
      unfold quadraticCurve
      field_simp
      ring
    have hsq := Real.sq_sqrt (show 0 ≤ (mu - h i) ^ 2 + 4 * u by positivity)
    rw [hg] at hsq
    apply mul_left_cancel₀ hu.ne'
    linear_combination (-1 / 4) * hsq

end

end ConservingParticleNumber
```

The four parts of the conclusion are positivity, differentiability of $\Phi$, differentiability of the curve, and stationarity. They are the hypotheses of `particle_numbers_agree`, and they hold for all levels $h$ and every $\mu$. The example illustrates these hypotheses and is not a physical occupation: each $G_i(\mu)$ decreases as $\mu$ rises, which an equilibrium particle number does not do. In the proof, `hS` computes the self-energy, `hg` is the rewritten definition of the curve, and `hsq` is its square. The final `linear_combination` does the remaining algebra after both sides have been multiplied by $u$.

```lean
#print axioms ConservingParticleNumber.particle_numbers_agree
#print axioms ConservingParticleNumber.stationary_of_numbers_agree
#print axioms ConservingParticleNumber.static_response
```

```
'ConservingParticleNumber.particle_numbers_agree' depends on axioms: [propext, Classical.choice, Quot.sound]
'ConservingParticleNumber.stationary_of_numbers_agree' depends on axioms: [propext, Classical.choice, Quot.sound]
'ConservingParticleNumber.static_response' depends on axioms: [propext, Classical.choice, Quot.sound]
```
